# The linear splitting of a degenerate two-level pair with changing overlap is set by $H_1-eS_1$

Let $x$ be a real displacement, and let two electronic states be degenerate at energy $e$ when $x=0$. In a basis that is orthonormal at $x=0$, take

$$H(x)=e\,1+xH_1,\qquad S(x)=1+xS_1,$$

where $H_1$ and $S_1$ are real $2\times2$ matrices. The levels $E$ solve the generalised eigenproblem $H(x)v=E\,S(x)v$ with a nonzero vector $v$. With ultrasoft pseudopotentials the overlap operator contains projectors that move with the atoms, so $S_1$ is in general not zero.

Matrix indices run over $0$ and $1$, as in the code.

In Lean 4 with Mathlib:

```lean
import Mathlib

open Filter Topology

namespace UltrasoftLevelSplitting

noncomputable section

/-- Real 2 by 2 matrices, acting on a pair of levels. -/
abbrev Mat := Matrix (Fin 2) (Fin 2) ℝ
```

The levels are specified by the secular equation and not by a formula. `IsLevelPair H S a b` says that the real solutions of $\det(H-ES)=0$ are exactly $a$ and $b$. The two may coincide, and no order between them is assumed.

```lean
/-- The real solutions `E` of the secular equation `det (H - E S) = 0` are exactly `a` and `b`,
which may coincide. -/
def IsLevelPair (H S : Mat) (a b : ℝ) : Prop :=
  ∀ E : ℝ, (H - E • S).det = 0 ↔ E = a ∨ E = b
```

The Hamiltonian and overlap are exactly linear in $x$. Second-order terms in the matrices and coupling to other states are left out of the model.

```lean
/-- The Hamiltonian `e + x H1` of a degenerate pair at displacement `x`. -/
def hamiltonian (e : ℝ) (H1 : Mat) (x : ℝ) : Mat := e • (1 : Mat) + x • H1

/-- The overlap matrix `1 + x S1` at displacement `x`. -/
def overlap (S1 : Mat) (x : ℝ) : Mat := 1 + x • S1
```

The first-order coupling is $W=H_1-eS_1$: the change of the Hamiltonian, less the change of the overlap weighted by the unperturbed energy.

```lean
/-- The first-order coupling matrix `W = H1 - e S1`. -/
def coupling (e : ℝ) (H1 S1 : Mat) : Mat := H1 - e • S1
```

For symmetric $W$, the candidate for the splitting per unit displacement is

$$R(W)=\sqrt{(W_{00}-W_{11})^2+4W_{01}^2}.$$

```lean
/-- The expression `sqrt ((W 0 0 - W 1 1)^2 + 4 (W 0 1)^2)`, which for a symmetric coupling matrix
`W` is the first-order splitting per unit displacement. -/
def splittingRate (W : Mat) : ℝ := √((W 0 0 - W 1 1) ^ 2 + 4 * W 0 1 ^ 2)
```

## The secular quadratic and its gap

For general $2\times2$ matrices $A$ and $S$, write $s=\det S$, $d=\det A$ and

$$t=A_{00}S_{11}+A_{11}S_{00}-A_{01}S_{10}-A_{10}S_{01}.$$

```lean
/-- The coefficient of `-E` in the secular polynomial `det (A - E S)`. -/
def mixedDet (A S : Mat) : ℝ :=
  A 0 0 * S 1 1 + A 1 1 * S 0 0 - A 0 1 * S 1 0 - A 1 0 * S 0 1
```

The discriminant is $D(A,S)=t^2-4sd$.

```lean
/-- The discriminant of the secular polynomial `det (A - E S)`. -/
def discriminant (A S : Mat) : ℝ := mixedDet A S ^ 2 - 4 * S.det * A.det
```

Expanding $(A_{00}-ES_{00})(A_{11}-ES_{11})-(A_{01}-ES_{01})(A_{10}-ES_{10})$ and collecting powers of $E$ gives

$$\det(A-ES)=sE^2-tE+d.$$

The proof writes out the determinant by entries and closes with `ring`.

```lean
/-- The secular determinant of a two-level pencil is a quadratic polynomial in the energy. -/
theorem det_pencil (A S : Mat) (E : ℝ) :
    (A - E • S).det = S.det * E ^ 2 - mixedDet A S * E + A.det := by
  simp only [Matrix.det_fin_two, mixedDet, Matrix.sub_apply, Matrix.smul_apply, smul_eq_mul]
  ring
```

Suppose $s\neq0$ and the real roots are exactly $a$ and $b$. The definition gives the set of roots without multiplicities, so a double root needs some care. Let $c=t/s-a$ be the partner of $a$. It is again a root, since $sc^2-tc+d=sa^2-ta+d=0$, and therefore $c=a$ or $c=b$.

- If $c=b$, then $t=s(a+b)$ and $d=sab$, so $D=s^2(a+b)^2-4s^2ab=s^2(a-b)^2$.
- If $c=a$, then $t=2sa$ and $d=sa^2$, so $D=0$. Because $b$ is a root, $s(b-a)^2=0$, and again $D=s^2(a-b)^2$.

Taking square roots gives $|a-b|=\sqrt D/|s|$. In the code, `rcases` separates the two cases and `linear_combination` does the algebra in each.

```lean
/-- If the overlap matrix is invertible, the gap between the two levels is the square root of the
discriminant divided by the modulus of the overlap determinant. -/
theorem gap_eq {A S : Mat} {a b : ℝ} (hs : S.det ≠ 0) (h : IsLevelPair A S a b) :
    |a - b| = √(discriminant A S) / |S.det| := by
  have hsq : (S.det * (a - b)) ^ 2 = discriminant A S := by
    unfold discriminant
    have hq : ∀ E : ℝ, S.det * E ^ 2 - mixedDet A S * E + A.det = 0 ↔ E = a ∨ E = b := by
      intro E
      rw [← det_pencil]
      exact h E
    set s := S.det
    set t := mixedDet A S
    set d := A.det
    have ha := (hq a).2 (Or.inl rfl)
    have hb := (hq b).2 (Or.inr rfl)
    -- the partner root c of a, from the sum of the roots
    obtain ⟨c, hc⟩ : ∃ c, s * c = t - s * a := ⟨(t - s * a) / s, by field_simp⟩
    rcases (hq c).1 (by linear_combination (c - a) * hc + ha) with h1 | h1
    · rw [h1] at hc
      linear_combination s * hb + 3 * s * ha - (s * (b - a) + (2 * s * a - t)) * hc
    · rw [h1] at hc
      linear_combination 4 * s * ha - (3 * s * a - s * b - t) * hc
  rw [eq_div_iff (abs_ne_zero.2 hs), ← hsq, Real.sqrt_sq_eq_abs, abs_mul, mul_comm]
```

## Real levels for symmetric matrices

Let $A$ and $S$ be symmetric with $s>0$. Then $S_{00}\neq0$, since otherwise $s=-S_{01}^2\le0$. With $q=A_{00}S_{01}-A_{01}S_{00}$, direct expansion gives

$$S_{00}^2D=\bigl(S_{00}(A_{00}S_{11}-A_{11}S_{00})-2S_{01}q\bigr)^2+4s\,q^2 .$$

The right side is non-negative, so $D\ge0$. Completing the square,

$$4s\,(sE^2-tE+d)=(2sE-t)^2-D,$$

which vanishes exactly at $E=(t\pm\sqrt D)/(2s)$. The identity for $S_{00}^2D$ is `hid` in the proof, and the last part checks both directions of the root condition.

```lean
/-- A symmetric two-level pencil whose overlap matrix has positive determinant has a pair of real
levels. -/
theorem exists_levelPair {A S : Mat} (hA : A.IsSymm) (hS : S.IsSymm) (hs : 0 < S.det) :
    ∃ a b, IsLevelPair A S a b := by
  have hA' := hA.apply 0 1
  have hS' := hS.apply 0 1
  have hdet : S.det = S 0 0 * S 1 1 - S 0 1 ^ 2 := by
    rw [Matrix.det_fin_two, hS']; ring
  have hu : S 0 0 ≠ 0 := by
    intro h0
    rw [hdet, h0] at hs
    nlinarith [sq_nonneg (S 0 1)]
  -- the discriminant is a sum of squares up to a positive factor
  have hid : S 0 0 ^ 2 * discriminant A S =
      (S 0 0 * (A 0 0 * S 1 1 - A 1 1 * S 0 0)
        - 2 * S 0 1 * (A 0 0 * S 0 1 - A 0 1 * S 0 0)) ^ 2
      + 4 * S.det * (A 0 0 * S 0 1 - A 0 1 * S 0 0) ^ 2 := by
    simp only [discriminant, mixedDet, Matrix.det_fin_two, hA', hS']
    ring
  have hD : 0 ≤ discriminant A S := by
    have hpos : 0 < S 0 0 ^ 2 := by positivity
    refine nonneg_of_mul_nonneg_right ?_ hpos
    rw [hid]
    positivity
  have hr := Real.sq_sqrt hD
  set r := √(discriminant A S)
  unfold discriminant at hr
  have h2 : 2 * S.det ≠ 0 := by positivity
  have h4 : 4 * S.det ≠ 0 := by positivity
  refine ⟨(mixedDet A S + r) / (2 * S.det), (mixedDet A S - r) / (2 * S.det), fun E => ?_⟩
  rw [det_pencil, eq_div_iff h2, eq_div_iff h2]
  constructor
  · intro h
    have hp : (E * (2 * S.det) - (mixedDet A S + r)) *
        (E * (2 * S.det) - (mixedDet A S - r)) = 0 := by
      linear_combination 4 * S.det * h - hr
    exact (mul_eq_zero.mp hp).imp sub_eq_zero.mp sub_eq_zero.mp
  · rintro (h | h)
    · refine (mul_eq_zero.mp ?_).resolve_left h4
      linear_combination (E * (2 * S.det) - mixedDet A S + r) * h + hr
    · refine (mul_eq_zero.mp ?_).resolve_left h4
      linear_combination (E * (2 * S.det) - mixedDet A S - r) * h + hr
```

## Energies measured from $e$ in units of $x$

Put $E=e+x\mu$ with $x\neq0$. Then

$$H(x)-E\,S(x)=e\,1+xH_1-(e+x\mu)(1+xS_1)=x\bigl(W-\mu S(x)\bigr),$$

with no term neglected. Taking determinants,

$$\det\bigl(H(x)-E\,S(x)\bigr)=x^2\det\bigl(W-\mu S(x)\bigr).$$

Hence $a$ and $b$ are the levels of $(H(x),S(x))$ exactly when $(a-e)/x$ and $(b-e)/x$ are the levels of $(W,S(x))$. The gap formula for the second pencil gives

$$\frac{|b-a|}{|x|}=\frac{\sqrt{D(W,S(x))}}{|\det S(x)|}.$$

This is an identity at finite $x$, valid whenever $\det S(x)\neq0$. The tactic `module` verifies the matrix identity, with $\mu$ written as `m`.

```lean
/-- At a nonzero displacement with invertible overlap, the gap per unit displacement is exactly
the gap of the pencil formed by `W = H1 - e S1` and the displaced overlap. -/
theorem scaled_gap_eq {e x a b : ℝ} {H1 S1 : Mat} (hx : x ≠ 0) (hs : (overlap S1 x).det ≠ 0)
    (h : IsLevelPair (hamiltonian e H1 x) (overlap S1 x) a b) :
    |b - a| / |x| =
      √(discriminant (coupling e H1 S1) (overlap S1 x)) / |(overlap S1 x).det| := by
  have hp : IsLevelPair (coupling e H1 S1) (overlap S1 x) ((a - e) / x) ((b - e) / x) := by
    intro m
    -- measure energies from e in units of x
    have h1 : hamiltonian e H1 x - (e + x * m) • overlap S1 x =
        x • (coupling e H1 S1 - m • overlap S1 x) := by
      simp only [hamiltonian, overlap, coupling]
      module
    have h2 := h (e + x * m)
    rw [h1, Matrix.det_smul, Fintype.card_fin, mul_eq_zero,
      or_iff_right (pow_ne_zero 2 hx)] at h2
    rw [h2, eq_div_iff hx, eq_div_iff hx]
    exact or_congr ⟨fun h => by linarith, fun h => by linarith⟩
      ⟨fun h => by linarith, fun h => by linarith⟩
  have h3 := gap_eq hs hp
  have h4 : (a - e) / x - (b - e) / x = -((b - a) / x) := by ring
  rw [h4, abs_neg, abs_div] at h3
  exact h3
```

## Small displacements

The determinant $\det(1+xS_1)$ is a polynomial in $x$ with value $1$ at $x=0$, so it is positive near zero. The notation `∀ᶠ x in 𝓝 0` means "for all $x$ in some neighbourhood of zero".

```lean
/-- For sufficiently small displacements the overlap determinant is positive. -/
theorem overlap_det_pos (S1 : Mat) : ∀ᶠ x in 𝓝 (0 : ℝ), 0 < (overlap S1 x).det := by
  have hc : Continuous fun x : ℝ => (overlap S1 x).det := by
    simp only [overlap, Matrix.det_fin_two, Matrix.add_apply, Matrix.smul_apply, smul_eq_mul]
    fun_prop
  exact (hc.tendsto 0).eventually_const_lt (by simp [overlap])
```

If $H_1$ and $S_1$ are symmetric, as for real orbitals and real symmetric operators, then so are $H(x)$ and $S(x)$. The existence result therefore supplies two real levels at every sufficiently small displacement.

```lean
/-- For symmetric `H1` and `S1`, the pencil `(e + x H1, 1 + x S1)` has a pair of real levels at
every sufficiently small displacement. -/
theorem levels_exist (e : ℝ) {H1 S1 : Mat} (hH : H1.IsSymm) (hS : S1.IsSymm) :
    ∀ᶠ x in 𝓝 (0 : ℝ), ∃ a b, IsLevelPair (hamiltonian e H1 x) (overlap S1 x) a b := by
  filter_upwards [overlap_det_pos S1] with x hx
  refine exists_levelPair ?_ ?_ hx
  · simp [Matrix.IsSymm, hamiltonian, hH.eq]
  · simp [Matrix.IsSymm, overlap, hS.eq]
```

## The limit of the gap

The right side of the exact gap identity is continuous at $x=0$, where $S(0)=1$ and, by the symmetry of $W$,

$$D(W,1)=(W_{00}+W_{11})^2-4(W_{00}W_{11}-W_{01}^2)=(W_{00}-W_{11})^2+4W_{01}^2 .$$

Therefore

$$\lim_{x\to0,\;x\neq0}\frac{|E_{\rm hi}(x)-E_{\rm lo}(x)|}{|x|}=R(W).$$

In `tendsto_gap`, `lo` and `hi` are any two functions that give the level pair at all sufficiently small nonzero $x$. They need not be continuous, and their names impose no order; `levels_exist` ensures that such functions can be chosen. The filter `𝓝[≠] 0` excludes $x=0$ itself. The proof establishes the limit for the explicit expression (`ht`), evaluates it at zero (`hd`), and transfers it to the gap with `congr'`, because the two expressions agree near zero.

For electronic-structure practice this means that, within this two-state model linear in one displacement, the first-order splitting of a degenerate level per unit displacement is $R(H_1-eS_1)$, which in general differs from the value $R(H_1)$ found from $H_1$ alone. The two agree, for example, when $e=0$ or when $S_1$ is a multiple of the identity. The theorem concerns electronic levels; it says nothing about phonon frequencies or about how a self-consistent calculation obtains $H_1$.

```lean
/-- For symmetric `H1` and `S1`, the level gap of `(e + x H1, 1 + x S1)` divided by `|x|` tends to
`sqrt ((W 0 0 - W 1 1)^2 + 4 (W 0 1)^2)` with `W = H1 - e S1`, as nonzero `x` tends to zero. -/
theorem tendsto_gap (e : ℝ) {H1 S1 : Mat} (hH : H1.IsSymm) (hS : S1.IsSymm) {lo hi : ℝ → ℝ}
    (h : ∀ᶠ x in 𝓝[≠] (0 : ℝ),
      IsLevelPair (hamiltonian e H1 x) (overlap S1 x) (lo x) (hi x)) :
    Tendsto (fun x => |hi x - lo x| / |x|) (𝓝[≠] 0)
      (𝓝 (splittingRate (coupling e H1 S1))) := by
  have hW : coupling e H1 S1 1 0 = coupling e H1 S1 0 1 := by
    simp [coupling, hH.apply 0 1, hS.apply 0 1]
  have hdet : Continuous fun x : ℝ => (overlap S1 x).det := by
    simp only [overlap, Matrix.det_fin_two, Matrix.add_apply, Matrix.smul_apply, smul_eq_mul]
    fun_prop
  have hdisc : Continuous fun x : ℝ => discriminant (coupling e H1 S1) (overlap S1 x) := by
    simp only [discriminant, mixedDet, overlap, Matrix.det_fin_two, Matrix.add_apply,
      Matrix.smul_apply, smul_eq_mul]
    fun_prop
  -- the exact scaled gap is continuous at zero displacement
  have ht : Tendsto (fun x : ℝ => √(discriminant (coupling e H1 S1) (overlap S1 x)) /
      |(overlap S1 x).det|) (𝓝 0) (𝓝 (√(discriminant (coupling e H1 S1) (overlap S1 0)) /
      |(overlap S1 0).det|)) :=
    (hdisc.sqrt.tendsto 0).div (hdet.abs.tendsto 0) (by simp [overlap])
  have h0 : overlap S1 0 = 1 := by simp [overlap]
  have h01 : (1 : Mat) 0 1 = 0 := by simp
  have h10 : (1 : Mat) 1 0 = 0 := by simp
  have hd : discriminant (coupling e H1 S1) 1 =
      (coupling e H1 S1 0 0 - coupling e H1 S1 1 1) ^ 2 + 4 * coupling e H1 S1 0 1 ^ 2 := by
    simp only [discriminant, mixedDet, Matrix.det_fin_two, hW, Matrix.one_apply_eq, h01, h10]
    ring
  rw [h0, Matrix.det_one, abs_one, div_one, hd] at ht
  refine (ht.mono_left nhdsWithin_le_nhds).congr' ?_
  filter_upwards [h, self_mem_nhdsWithin,
    Filter.Eventually.filter_mono nhdsWithin_le_nhds (overlap_det_pos S1)] with x hx hx0 hx1
  exact (scaled_gap_eq (by simpa using hx0) hx1.ne' hx).symm
```

## When the linear splitting vanishes

$R(W)=0$ forces both squares to vanish, so $W_{00}=W_{11}$ and $W_{01}=0$. Symmetry then gives $W_{10}=0$, and $W=w\,1$ with $w=W_{00}$. Conversely, a multiple of the identity has $R=0$: it shifts both levels together to first order.

```lean
/-- For a symmetric coupling matrix the linear splitting vanishes exactly when the matrix is a
multiple of the identity. -/
theorem splittingRate_eq_zero_iff {W : Mat} (hW : W.IsSymm) :
    splittingRate W = 0 ↔ ∃ w : ℝ, W = w • (1 : Mat) := by
  constructor
  · intro h
    have h1 := (Real.sqrt_eq_zero (by positivity)).1 h
    have h2 : W 0 0 - W 1 1 = 0 := (pow_eq_zero_iff two_ne_zero).1
      (by nlinarith [sq_nonneg (W 0 0 - W 1 1), sq_nonneg (W 0 1)])
    have h3 : W 0 1 = 0 := (pow_eq_zero_iff two_ne_zero).1
      (by nlinarith [sq_nonneg (W 0 0 - W 1 1), sq_nonneg (W 0 1)])
    have h4 : W 1 0 = 0 := (hW.apply 0 1).trans h3
    have h5 : W 1 1 = W 0 0 := by linarith
    refine ⟨W 0 0, ?_⟩
    ext i j
    fin_cases i <;> fin_cases j <;> simp [h3, h4, h5]
  · rintro ⟨w, rfl⟩
    simp [splittingRate]
```

## A false splitting from a frozen overlap

Take $H_1=eS_1$, so that $W=0$. Then $H(x)=e\,S(x)$ and

$$\det\bigl(H(x)-E\,S(x)\bigr)=(e-E)^2\det S(x).$$

Near $x=0$ the last factor is positive, so both true levels equal $e$ and there is no splitting at all.

Now keep the same Hamiltonian but leave the overlap at $1$. This is the original problem with $S_1$ replaced by zero, and its coupling matrix is $eS_1$. The limit of the gap per unit displacement becomes

$$R(eS_1)=\sqrt{e^2\bigl[(S_{1,00}-S_{1,11})^2+4S_{1,01}^2\bigr]}=|e|\,R(S_1).$$

If $e\neq0$ and the symmetric matrix $S_1$ is not a multiple of the identity, this number is strictly positive by the preceding criterion. The omission has then produced a linear splitting of a pair that stays degenerate.

The theorem `false_splitting` states these three conclusions in order: the true levels are `e` and `e`, the frozen-overlap gap has the stated limit, and that limit is positive. Here `lo` and `hi` are the levels computed with overlap `1`. The second conclusion comes from applying `tendsto_gap` with `S1 := 0`.

```lean
/-- Let `H1 = e S1` with `e` nonzero and `S1` symmetric but not a multiple of the identity. Near
zero displacement both true levels equal `e`, while omitting the overlap change gives a gap that
is linear in `|x|` to leading order, with a positive coefficient. -/
theorem false_splitting {e : ℝ} (he : e ≠ 0) {S1 : Mat} (hS : S1.IsSymm)
    (hn : ¬ ∃ w : ℝ, S1 = w • (1 : Mat)) {lo hi : ℝ → ℝ}
    (h : ∀ᶠ x in 𝓝[≠] (0 : ℝ), IsLevelPair (hamiltonian e (e • S1) x) 1 (lo x) (hi x)) :
    (∀ᶠ x in 𝓝 (0 : ℝ), IsLevelPair (hamiltonian e (e • S1) x) (overlap S1 x) e e) ∧
    Tendsto (fun x => |hi x - lo x| / |x|) (𝓝[≠] 0) (𝓝 (|e| * splittingRate S1)) ∧
    0 < |e| * splittingRate S1 := by
  refine ⟨?_, ?_, ?_⟩
  · filter_upwards [overlap_det_pos S1] with x hx
    intro E
    -- the Hamiltonian is e times the overlap
    have h1 : hamiltonian e (e • S1) x - E • overlap S1 x = (e - E) • overlap S1 x := by
      simp only [hamiltonian, overlap]
      module
    rw [h1, Matrix.det_smul, Fintype.card_fin, mul_eq_zero, or_iff_left hx.ne', or_self,
      pow_eq_zero_iff two_ne_zero, sub_eq_zero]
    exact eq_comm
  · have h0 : ∀ x : ℝ, overlap 0 x = 1 := fun x => by simp [overlap]
    have ht := tendsto_gap e (H1 := e • S1) (S1 := 0) (hS.smul e)
      (by simp [Matrix.IsSymm]) (lo := lo) (hi := hi) (by simpa only [h0] using h)
    have hr : splittingRate (coupling e (e • S1) 0) = |e| * splittingRate S1 := by
      unfold splittingRate
      rw [← Real.sqrt_sq_eq_abs, ← Real.sqrt_mul (sq_nonneg e)]
      congr 1
      simp only [coupling, smul_zero, sub_zero, Matrix.smul_apply, smul_eq_mul]
      ring
    rwa [hr] at ht
  · exact mul_pos (abs_pos.2 he) (lt_of_le_of_ne (Real.sqrt_nonneg _)
      (Ne.symm (mt (splittingRate_eq_zero_iff hS).1 hn)))

end

end UltrasoftLevelSplitting
```

```lean
#print axioms UltrasoftLevelSplitting.exists_levelPair
#print axioms UltrasoftLevelSplitting.levels_exist
#print axioms UltrasoftLevelSplitting.false_splitting
```

```
'UltrasoftLevelSplitting.exists_levelPair' depends on axioms: [propext, Classical.choice, Quot.sound]
'UltrasoftLevelSplitting.levels_exist' depends on axioms: [propext, Classical.choice, Quot.sound]
'UltrasoftLevelSplitting.false_splitting' depends on axioms: [propext, Classical.choice, Quot.sound]
```
